# The exponential of a multiple of a finite-dimensional Hamiltonian is diagonal in its energy eigenbasis

The theorem `exp_smul_eq` concerns a finite complex matrix `H` with a full set of orthonormal eigenvectors, the columns of `U`, and real energies `E k`. It states that, for every complex number `c`, the exponential of `c • H` equals `U` times the diagonal matrix with entries exp(`c * E k`) times `Uᴴ`. With c = −it and ħ = 1, this is the spectral form of the time-evolution operator for a time-independent Hamiltonian. The attempt writes `c • H` as a diagonal matrix conjugated by `U`, moves the exponential through the conjugation and onto the diagonal, and then evaluates it entry by entry.

As first written in Lean, the proof fails:

```lean
import Mathlib

open Matrix MeasureTheory Set NormedSpace
open Complex (I)

namespace RetardedFourPointResponse

noncomputable section

variable {ι : Type*} [Fintype ι] [DecidableEq ι]

/-- The columns of `U` are orthonormal eigenvectors of `H` with real energies `E`. -/
structure IsEigenbasis (H : Matrix ι ι ℂ) (E : ι → ℝ) (U : Matrix ι ι ℂ) : Prop where
  ortho : Uᴴ * U = 1
  eigen : H * U = U * diagonal (fun k => (E k : ℂ))

/-- In its eigenbasis the exponential of a multiple of `H` is diagonal. -/
theorem exp_smul_eq {H U : Matrix ι ι ℂ} {E : ι → ℝ} (h : IsEigenbasis H E U) (c : ℂ) :
    NormedSpace.exp (c • H) = U * diagonal (fun k => Complex.exp (c * E k)) * Uᴴ := by
  have hU : U * Uᴴ = 1 := mul_eq_one_comm.mp h.ortho
  have hinv : U⁻¹ = Uᴴ := Matrix.inv_eq_left_inv h.ortho
  have hunit : IsUnit U := ⟨⟨U, Uᴴ, hU, h.ortho⟩, rfl⟩
  have hd : diagonal (fun k => c * (E k : ℂ)) = c • diagonal (fun k => (E k : ℂ)) := by
    rw [← Matrix.diagonal_smul]
    rfl
  have hH : c • H = U * diagonal (fun k => c * (E k : ℂ)) * U⁻¹ := by
    rw [hinv, hd, Matrix.mul_smul, Matrix.smul_mul, ← h.eigen, Matrix.mul_assoc, hU,
      Matrix.mul_one]
  have he : NormedSpace.exp (fun k => c * (E k : ℂ)) = fun k => Complex.exp (c * E k) := by
    funext k
    rw [Pi.exp_apply, Complex.exp_eq_exp_ℂ]
  rw [hH, Matrix.exp_conj _ _ hunit, Matrix.exp_diagonal, he, hinv]

end

end RetardedFourPointResponse
```

Messages:

```
Main.lean:31:8: error(lean.unknownIdentifier): Unknown identifier `Pi.exp_apply`
```

This version goes through:

```diff
@@ -29,5 +29,6 @@
   have he : NormedSpace.exp (fun k => c * (E k : ℂ)) = fun k => Complex.exp (c * E k) := by
     funext k
-    rw [Pi.exp_apply, Complex.exp_eq_exp_ℂ]
+    rw [Complex.exp_eq_exp_ℂ]
+    exact NormedSpace.map_exp (Pi.evalRingHom (fun _ : ι => ℂ) k) (continuous_apply k) _
   rw [hH, Matrix.exp_conj _ _ hunit, Matrix.exp_diagonal, he, hinv]
 
```

The message says that Lean finds no declaration under the name `Pi.exp_apply`. The name is used in the proof of `he`, which says that the exponential of a function on the index set, taken in the algebra of such functions, is computed pointwise. The missing name was to supply this fact at the index `k`, so the `rw` fails there.

The repair drops the name and keeps the rewrite with `Complex.exp_eq_exp_ℂ`, which turns `Complex.exp` on the right-hand side into `NormedSpace.exp`. What remains is that evaluating the exponential of the function at `k` gives the exponential of its value at `k`. The new `exact` line proves this with `NormedSpace.map_exp`, by which a continuous ring homomorphism commutes with the exponential. The homomorphism is evaluation at `k`, `Pi.evalRingHom`, and `continuous_apply k` gives its continuity.
